# Fitting the Coulomb repulsion in the Coulomb metric lowers the minimum energy by an amount between two fitting errors

When a self-consistent calculation replaces the Coulomb repulsion of the electron density by that of a density fitted in an auxiliary basis, both the minimum energy and the optimal state can change; to compare the two minima, charge densities are taken here as vectors of a real inner-product space `V` whose inner product is the Coulomb integral \((\rho|\sigma)\). States form an arbitrary type `X`, and a map `ρ` assigns a density to each state.

Let \(E\) be the energy with exact repulsion, \(A\) the energy with fitted repulsion, and \(e\) the Coulomb self-energy of the fitting residual. If \(D\) minimizes \(E\) and \(D'\) minimizes \(A\) on the same set of states, then

\[ e(D)\le E(D)-A(D')\le e(D'). \]

This applies to density-fitted Hartree-Fock and Kohn-Sham calculations in which only the Coulomb term is fitted, the fit is an unconstrained least-squares fit in the Coulomb metric, and both minima are global.

## The two energies

In Lean 4 with Mathlib:

```lean
import Mathlib

open scoped InnerProductSpace

namespace FittedCoulomb

noncomputable section

variable {V X : Type*} [NormedAddCommGroup V] [InnerProductSpace ℝ V]
```

The repulsion `hartree` is the classical term \(\tfrac12(\rho|\rho)\), without exchange.

```lean
/-- The classical Coulomb repulsion `½ (ρ|ρ)` of a charge density, the inner product being
the Coulomb integral. -/
def hartree (ρ : V) : ℝ := 1 / 2 * ⟪ρ, ρ⟫_ℝ
```

For a trial density \(t\), the robust expression is \((\rho|t)-\tfrac12(t|t)\).

```lean
/-- The robust approximation `(ρ|t) - ½ (t|t)` to the repulsion of `ρ`, built from a trial
density `t`. -/
def robustRepulsion (ρ t : V) : ℝ := ⟪ρ, t⟫_ℝ - 1 / 2 * ⟪t, t⟫_ℝ
```

The auxiliary densities form a subspace \(K\). The fitted density \(\tilde\rho\) is the projection of \(\rho\) onto it, and the error is \(\tfrac12(\rho-\tilde\rho|\rho-\tilde\rho)\).

```lean
/-- The fitted density: the projection of `ρ`, in the Coulomb metric, onto the space `K`
of auxiliary densities. -/
def fit (K : Submodule ℝ V) [K.HasOrthogonalProjection] (ρ : V) : V := K.starProjection ρ

/-- The fitting error: the Coulomb self-energy of the residual density. -/
def fitError (K : Submodule ℝ V) [K.HasOrthogonalProjection] (ρ : V) : ℝ :=
  hartree (ρ - fit K ρ)
```

The letter `h` often denotes the one-electron Hamiltonian. Here it is the sum of all energy terms other than the Coulomb repulsion, exchange included. Likewise `D` is any state, not necessarily a density matrix.

```lean
/-- The energy of a state `D` with density `ρ D`: exact Coulomb repulsion plus all other
terms `h D`. -/
def exactEnergy (h : X → ℝ) (ρ : X → V) (D : X) : ℝ := h D + hartree (ρ D)

/-- The energy of a state `D` in which the Coulomb repulsion is that of the fitted density. -/
def fittedEnergy (K : Submodule ℝ V) [K.HasOrthogonalProjection]
    (h : X → ℝ) (ρ : X → V) (D : X) : ℝ := h D + hartree (fit K (ρ D))
```

Thus \(E\) is `exactEnergy h ρ`, \(A\) is `fittedEnergy K h ρ`, and \(e(D)\) is `fitError K (ρ D)`.

## The Coulomb form is symmetric and nonnegative

Physically, no charge distribution has negative electrostatic self-energy. Symmetry gives, for any \(t\),

\[ \tfrac12(\rho|\rho)-\left[(\rho|t)-\tfrac12(t|t)\right]=\tfrac12(\rho-t|\rho-t). \]

The proof expands the inner products and supplies symmetry through `real_inner_comm`.

```lean
/-- The robust repulsion falls short of the exact one by the Coulomb self-energy of the
difference between the true and the trial density. -/
theorem hartree_sub_robust (ρ t : V) :
    hartree ρ - robustRepulsion ρ t = hartree (ρ - t) := by
  simp only [hartree, robustRepulsion, inner_sub_left, inner_sub_right]
  linarith [real_inner_comm ρ t]
```

Nonnegativity makes the right-hand side an error of definite sign.

```lean
/-- The Coulomb self-energy of a density is nonnegative. -/
theorem hartree_nonneg (ρ : V) : 0 ≤ hartree ρ :=
  mul_nonneg (by norm_num) real_inner_self_nonneg
```

If a symmetric form were negative on some residual, \(e\) would be negative there and fitting would raise the energy of that state. The step from this model to real molecules is that the Coulomb integral is finite and positive definite on the densities in use.

## The fit is a Coulomb-metric projection

The instance `K.HasOrthogonalProjection` says that the projection exists, as it does for every finite auxiliary basis. It provides the fitting equations

\[ (\rho-\tilde\rho|t)=0\quad\text{for all }t\in K. \]

For \(t\in K\) they allow \(\rho\) to be replaced by \(\tilde\rho\) in the robust expression:

\[ (\rho|t)-\tfrac12(t|t)=(\tilde\rho|t)-\tfrac12(t|t)=\tfrac12(\tilde\rho|\tilde\rho)-\tfrac12(\tilde\rho-t|\tilde\rho-t)\le\tfrac12(\tilde\rho|\tilde\rho), \]

with equality at \(t=\tilde\rho\). The fitted repulsion is therefore the maximum of the robust expression over \(K\). In the proof, `orth` is the replacement; the two bullets show that the value is attained and that it is an upper bound.

```lean
variable (K : Submodule ℝ V) [K.HasOrthogonalProjection]

/-- The repulsion of the fitted density is the maximum of the robust repulsion over all
auxiliary densities. -/
theorem fitted_repulsion_isGreatest (ρ : V) :
    IsGreatest (robustRepulsion ρ '' (K : Set V)) (hartree (fit K ρ)) := by
  -- the fitting equations: the residual is Coulomb-orthogonal to the auxiliary space
  have orth : ∀ t ∈ K, ⟪ρ, t⟫_ℝ = ⟪fit K ρ, t⟫_ℝ := by
    intro t ht
    have h0 : ⟪ρ - fit K ρ, t⟫_ℝ = 0 := K.starProjection_inner_eq_zero ρ t ht
    rw [inner_sub_left] at h0
    linarith
  have hmem : fit K ρ ∈ K := K.starProjection_apply_mem ρ
  constructor
  · refine ⟨fit K ρ, hmem, ?_⟩
    simp only [robustRepulsion, hartree]
    linarith [orth _ hmem]
  · rintro _ ⟨t, ht, rfl⟩
    have h1 := hartree_sub_robust (fit K ρ) t
    have h2 := hartree_nonneg (fit K ρ - t)
    simp only [robustRepulsion] at h1 ⊢
    linarith [orth t ht]
```

For a fit \(t\) in another metric, the repulsion \(\tfrac12(t|t)\) differs from the exact one by

\[ \tfrac12(\rho|\rho)-\tfrac12(t|t)=\tfrac12(\rho-t|\rho-t)+(\rho-t|t). \]

The last term need not vanish and can make the difference negative.

## All other energy terms are the same

Both energies contain the same `h`, so exchange, kinetic energy and nuclear attraction are evaluated identically. Setting \(t=\tilde\rho\) in the fitting equations gives \((\rho|\tilde\rho)=(\tilde\rho|\tilde\rho)\), hence

\[ \tfrac12(\rho|\rho)-\tfrac12(\tilde\rho|\tilde\rho)=\tfrac12(\rho-\tilde\rho|\rho-\tilde\rho). \]

Adding \(h(D)\) to both repulsions yields \(E(D)=A(D)+e(D)\). The proof takes the orthogonality `h0`, inserts the robust identity and finishes with linear arithmetic.

```lean
/-- The exact energy is the fitted energy plus the fitting error. -/
theorem exact_eq_fitted_add_error (h : X → ℝ) (ρ : X → V) (D : X) :
    exactEnergy h ρ D = fittedEnergy K h ρ D + fitError K (ρ D) := by
  have hmem : fit K (ρ D) ∈ K := K.starProjection_apply_mem (ρ D)
  have h0 : ⟪ρ D - fit K (ρ D), fit K (ρ D)⟫_ℝ = 0 :=
    K.starProjection_inner_eq_zero (ρ D) _ hmem
  rw [inner_sub_left] at h0
  have h1 := hartree_sub_robust (ρ D) (fit K (ρ D))
  simp only [exactEnergy, fittedEnergy, fitError, ← h1]
  simp only [hartree, robustRepulsion]
  linarith
```

If exchange were fitted in \(A\) but not in \(E\), its error would also enter \(E-A\), which would then no longer be the Coulomb residual energy alone.

## Only the zero density has zero self-energy

Definiteness is built into the inner product of `V`. If \(e=0\), the residual vanishes and \(\rho=\tilde\rho\in K\). Conversely, if \(\rho\in K\), the residual lies in \(K\) and is orthogonal to \(K\), hence to itself, so its self-energy is zero.

```lean
/-- The fitting error vanishes exactly for densities that lie in the auxiliary space. -/
theorem fitError_eq_zero_iff (ρ : V) : fitError K ρ = 0 ↔ ρ ∈ K := by
  have hmem : fit K ρ ∈ K := K.starProjection_apply_mem ρ
  constructor
  · intro h
    have h0 : ⟪ρ - fit K ρ, ρ - fit K ρ⟫_ℝ = 0 := by
      simp only [fitError, hartree] at h
      linarith
    rw [sub_eq_zero.mp (inner_self_eq_zero.mp h0)]
    exact hmem
  · intro h
    -- the residual lies in the auxiliary space and is orthogonal to it
    have h0 : ⟪ρ - fit K ρ, ρ - fit K ρ⟫_ℝ = 0 :=
      K.starProjection_inner_eq_zero ρ _ (K.sub_mem h hmem)
    simp only [fitError, hartree, h0, mul_zero]
```

If some density outside \(K\) had zero self-energy, \(e=0\) would no longer guarantee \(\rho\in K\). The bracket itself does not use definiteness.

## Both states are global minimizers on one set

The set `S` holds the admissible states, for example the Slater determinants in a fixed orbital basis. `IsMinOn` means a global minimum over `S`, and membership of `D` and `D'` in `S` is assumed separately. The existence of minimizers is assumed, not derived.

Each minimizer serves as a trial state for the other energy. From \(A(D')\le A(D)\),

\[ E(D)-A(D')\ge E(D)-A(D)=e(D), \]

and from \(E(D)\le E(D')\),

\[ E(D)-A(D')\le E(D')-A(D')=e(D'). \]

In the proof these inequalities are `h2` and `h1`; `h3` and `h4` split the energies. This lemma holds for any splitting \(E=A+e\), whatever the sign of \(e\).

```lean
/-- If `E = A + e` on a set of states, `D` minimizes `E` and `D'` minimizes `A` there, then
the difference of the two minima lies between `e D` and `e D'`. -/
theorem minima_bracket {S : Set X} {E A e : X → ℝ} (hsplit : ∀ x ∈ S, E x = A x + e x)
    {D D' : X} (hD : D ∈ S) (hD' : D' ∈ S) (hE : IsMinOn E S D) (hA : IsMinOn A S D') :
    e D ≤ E D - A D' ∧ E D - A D' ≤ e D' := by
  -- each minimizer serves as a trial state for the other functional
  have h1 := isMinOn_iff.mp hE D' hD'
  have h2 := isMinOn_iff.mp hA D hD
  have h3 := hsplit D hD
  have h4 := hsplit D' hD'
  constructor <;> linarith
```

Inserting the splitting for density fitting gives the bracket for the two minima.

```lean
variable {K} {S : Set X} {h : X → ℝ} {ρ : X → V} {D D' : X}

/-- Let `D` minimize the exact energy and `D'` the fitted energy over the same set of states.
Fitting lowers the minimum by at least the fitting error of `D` and at most that of `D'`. -/
theorem fitted_minimum_bracket (hD : D ∈ S) (hD' : D' ∈ S)
    (hE : IsMinOn (exactEnergy h ρ) S D) (hA : IsMinOn (fittedEnergy K h ρ) S D') :
    fitError K (ρ D) ≤ exactEnergy h ρ D - fittedEnergy K h ρ D' ∧
      exactEnergy h ρ D - fittedEnergy K h ρ D' ≤ fitError K (ρ D') :=
  minima_bracket (e := fun x => fitError K (ρ x))
    (fun x _ => exact_eq_fitted_add_error K h ρ x) hD hD' hE hA
```

A self-consistent solution may be only a stationary point. The lower bound fails if \(A(D')>A(D)\), and the upper bound fails if \(E(D)>E(D')\).

Chaining the two bounds gives \(e(D)\le e(D')\): the state optimized with fitting has at least as large a fitting error as the exact optimum.

```lean
/-- A minimizer of the fitted energy has a fitting error at least as large as that of a
minimizer of the exact energy over the same set of states. -/
theorem fitError_le_of_minimizers (hD : D ∈ S) (hD' : D' ∈ S)
    (hE : IsMinOn (exactEnergy h ρ) S D) (hA : IsMinOn (fittedEnergy K h ρ) S D') :
    fitError K (ρ D) ≤ fitError K (ρ D') :=
  (fitted_minimum_bracket hD hD' hE hA).1.trans (fitted_minimum_bracket hD hD' hE hA).2
```

The last theorem assumes only that \(D'\) minimizes \(A\) and that \(D\) is admissible. Then

\[ A(D')\le A(D)\le A(D)+e(D)=E(D). \]

If \(E(D)=A(D')\), both inequalities are equalities, so \(e(D)=0\) and \(D\) also minimizes \(A\). Conversely, if the density of \(D\) lies in \(K\) and \(D\) minimizes \(A\), then \(E(D)=A(D)=A(D')\). The proof first rewrites membership in \(K\) as zero fitting error, then treats the two directions in this way.

```lean
/-- Let `D'` minimize the fitted energy over a set `S` of admissible states. The exact energy of a
state `D` in `S` equals this minimum exactly when the density of `D` lies in the auxiliary space and
`D` also minimizes the fitted energy. -/
theorem exact_eq_fitted_minimum_iff (hD : D ∈ S) (hD' : D' ∈ S)
    (hA : IsMinOn (fittedEnergy K h ρ) S D') :
    exactEnergy h ρ D = fittedEnergy K h ρ D' ↔
      ρ D ∈ K ∧ IsMinOn (fittedEnergy K h ρ) S D := by
  have hs := exact_eq_fitted_add_error K h ρ D
  have hmin := isMinOn_iff.mp hA D hD
  have hpos : 0 ≤ fitError K (ρ D) := hartree_nonneg _
  rw [← fitError_eq_zero_iff K (ρ D)]
  constructor
  · intro heq
    refine ⟨by linarith, isMinOn_iff.mpr fun x hx => ?_⟩
    have hx' := isMinOn_iff.mp hA x hx
    linarith
  · rintro ⟨h0, hDmin⟩
    have h1 := isMinOn_iff.mp hDmin D' hD'
    linarith

end

end FittedCoulomb
```

```lean
#print axioms FittedCoulomb.fitted_repulsion_isGreatest
#print axioms FittedCoulomb.fitError_le_of_minimizers
#print axioms FittedCoulomb.exact_eq_fitted_minimum_iff
```

```
'FittedCoulomb.fitted_repulsion_isGreatest' depends on axioms: [propext, Classical.choice, Quot.sound]
'FittedCoulomb.fitError_le_of_minimizers' depends on axioms: [propext, Classical.choice, Quot.sound]
'FittedCoulomb.exact_eq_fitted_minimum_iff' depends on axioms: [propext, Classical.choice, Quot.sound]
```
